# With invertible $B$, the multi-projector pseudopotential built from $B^{-1}$ reproduces its reference states if and only if $B$ is Hermitian

Let $E$ be a complex inner-product space, with $\langle\cdot,\cdot\rangle$ conjugate-linear in the first argument, and let $H_0$ be a linear operator on $E$, such as the kinetic energy plus a local potential. For a finite set of pseudo-states $\phi_i$ with reference energies $e_i$, define

$$\chi_i=e_i\phi_i-H_0\phi_i,\qquad B_{ij}=\langle\phi_i,\chi_j\rangle,\qquad Vu=\sum_{ij}\chi_i\,(B^{-1})_{ij}\,\langle\chi_j,u\rangle .$$

$B$ is assumed invertible: no combination of the projector functions $\chi_j$ with coefficients that are not all zero is orthogonal to every pseudo-state. Then

$$(H_0+V)\phi_k=e_k\phi_k\ \text{ for all }k\iff B^\dagger=B\iff V\text{ is symmetric},$$

where symmetric means $\langle Vu,w\rangle=\langle u,Vw\rangle$ for all $u,w\in E$.

## Checking $B$ before it is inverted

For a fixed one-particle $H_0$ and finitely many reference states, the result bears on pseudopotential generators that store $\chi_i$ and $B^{-1}$, and on codes that pass $H_0+V$ to a Hermitian eigensolver. One test, whether $B=B^\dagger$ before inversion, covers both the reference equations and the symmetry of $V$. In floating-point work a small $B-B^\dagger$ is not enough if $B$ is nearly singular, because $(H_0+V)\phi_k-e_k\phi_k=\sum_i(B^{-1}(B^\dagger-B))_{ik}\,\chi_i$.

The same argument settles what happens with another coupling matrix $C$ in place of $B^{-1}$: the reference equations all hold exactly when $C=(B^\dagger)^{-1}$. Averaging a non-Hermitian $B$ with its adjoint before inversion, if the average is invertible, therefore makes $V$ symmetric, but at least one reference equation still fails.

## From linear independence to $B^\dagger=B$

**The $\chi_j$ are independent.** If $\sum_j g_j\chi_j=0$, the inner product with $\phi_i$ gives $(Bg)_i=0$ for every $i$, so $g=0$.

**Action on a pseudo-state.** Since $(B^\dagger)_{jk}=\overline{\langle\phi_k,\chi_j\rangle}=\langle\chi_j,\phi_k\rangle$,

$$V\phi_k=\sum_i(B^{-1}B^\dagger)_{ik}\,\chi_i .$$

The equation $(H_0+V)\phi_k=e_k\phi_k$ says $V\phi_k=\chi_k=\sum_i\delta_{ik}\chi_i$. By independence, all these equations together say $B^{-1}B^\dagger=1$, which is $B^\dagger=B$. Conversely, $B^\dagger=B$ gives $V\phi_k=\chi_k$ at once.

**Symmetry of $V$.** Between pseudo-states,

$$\langle\phi_i,V\phi_j\rangle=\sum_m B_{im}(B^{-1}B^\dagger)_{mj}=(B^\dagger)_{ij}.$$

If $V$ is symmetric, then $(B^\dagger)_{ij}=\langle V\phi_i,\phi_j\rangle=\overline{\langle\phi_j,V\phi_i\rangle}=\overline{(B^\dagger)_{ji}}=B_{ij}$. Conversely, if $B$ is Hermitian, so is $D=B^{-1}$, and

$$\langle Vu,w\rangle=\sum_{ij}\overline{D_{ij}}\,\langle u,\chi_j\rangle\langle\chi_i,w\rangle=\sum_{ij}\langle u,\chi_j\rangle D_{ji}\langle\chi_i,w\rangle=\langle u,Vw\rangle .$$

**Orthogonality.** For symmetric $H_0$ and real energies $\varepsilon_i$, the terms in $H_0$ cancel:

$$(B^\dagger)_{ij}-B_{ij}=(\varepsilon_i-\varepsilon_j)\langle\phi_i,\phi_j\rangle .$$

So $B$ is Hermitian exactly when pseudo-states with different energies are orthogonal. This equivalence does not need $B$ to be invertible.

## Lean source

```lean
import Mathlib

open Matrix

namespace MultiProjectorPseudopotential

noncomputable section

variable {ι E : Type*} [Fintype ι] [DecidableEq ι]
  [NormedAddCommGroup E] [InnerProductSpace ℂ E]

/-- The projector function `χ_i = (e_i - H₀) φ_i`. -/
def residual (H₀ : E →ₗ[ℂ] E) (e : ι → ℂ) (φ : ι → E) (i : ι) : E :=
  e i • φ i - H₀ (φ i)

/-- The matrix `B_ij = ⟨φ_i, χ_j⟩`. -/
def overlap (H₀ : E →ₗ[ℂ] E) (e : ι → ℂ) (φ : ι → E) : Matrix ι ι ℂ :=
  Matrix.of fun i j => inner ℂ (φ i) (residual H₀ e φ j)

/-- The multi-projector operator `V u = ∑ χ_i (B⁻¹)_ij ⟨χ_j, u⟩`, meant for invertible `B`. -/
def pseudo (H₀ : E →ₗ[ℂ] E) (e : ι → ℂ) (φ : ι → E) : E →ₗ[ℂ] E where
  toFun u := ∑ i, ∑ j,
    ((overlap H₀ e φ)⁻¹ i j * inner ℂ (residual H₀ e φ j) u) • residual H₀ e φ i
  map_add' u w := by
    simp only [inner_add_right, mul_add, add_smul, Finset.sum_add_distrib]
  map_smul' c u := by
    simp only [inner_smul_right, Finset.smul_sum, smul_smul, RingHom.id_apply]
    refine Finset.sum_congr rfl fun i _ => Finset.sum_congr rfl fun j _ => ?_
    congr 1
    ring

omit [Fintype ι] [DecidableEq ι] in
/-- The adjoint matrix has the entries `(Bᴴ)_ij = ⟨χ_i, φ_j⟩`. -/
theorem overlap_conjTranspose (H₀ : E →ₗ[ℂ] E) (e : ι → ℂ) (φ : ι → E) (i j : ι) :
    (overlap H₀ e φ)ᴴ i j = inner ℂ (residual H₀ e φ i) (φ j) :=
  inner_conj_symm _ _

/-- If `B` is invertible, the projector functions `χ_i` are linearly independent. -/
theorem residual_linearIndependent (H₀ : E →ₗ[ℂ] E) (e : ι → ℂ) (φ : ι → E)
    (hB : IsUnit (overlap H₀ e φ).det) : LinearIndependent ℂ (residual H₀ e φ) := by
  rw [Fintype.linearIndependent_iff]
  intro g hg
  -- projecting a vanishing combination on the `φ_i` gives `B g = 0`
  have h0 : overlap H₀ e φ *ᵥ g = 0 := by
    ext i
    have h := congrArg (fun v => inner ℂ (φ i) v) hg
    simp only [inner_sum, inner_smul_right, inner_zero_right] at h
    refine Eq.trans ?_ h
    exact Finset.sum_congr rfl fun j _ => mul_comm _ _
  have h1 : g = 0 := by
    calc g = ((overlap H₀ e φ)⁻¹ * overlap H₀ e φ) *ᵥ g := by
          rw [Matrix.nonsing_inv_mul _ hB, Matrix.one_mulVec]
      _ = 0 := by rw [← Matrix.mulVec_mulVec, h0, Matrix.mulVec_zero]
  exact fun i => congrFun h1 i

/-- On a pseudo-state the operator acts as `V φ_k = ∑ (B⁻¹ Bᴴ)_ik χ_i`. -/
theorem pseudo_apply_state (H₀ : E →ₗ[ℂ] E) (e : ι → ℂ) (φ : ι → E) (k : ι) :
    pseudo H₀ e φ (φ k) =
      ∑ i, ((overlap H₀ e φ)⁻¹ * (overlap H₀ e φ)ᴴ) i k • residual H₀ e φ i := by
  refine Finset.sum_congr rfl fun i _ => ?_
  rw [Matrix.mul_apply, Finset.sum_smul]
  refine Finset.sum_congr rfl fun j _ => ?_
  rw [overlap_conjTranspose]

/-- For invertible `B`, the operator `V` is symmetric if and only if `B` is Hermitian. -/
theorem pseudo_isSymmetric_iff (H₀ : E →ₗ[ℂ] E) (e : ι → ℂ) (φ : ι → E)
    (hB : IsUnit (overlap H₀ e φ).det) :
    (pseudo H₀ e φ).IsSymmetric ↔ (overlap H₀ e φ).IsHermitian := by
  constructor
  · intro hV
    -- the matrix elements of `V` between pseudo-states are those of `Bᴴ`
    have key : ∀ i j, inner ℂ (φ i) (pseudo H₀ e φ (φ j)) = (overlap H₀ e φ)ᴴ i j := by
      intro i j
      have h : overlap H₀ e φ * ((overlap H₀ e φ)⁻¹ * (overlap H₀ e φ)ᴴ)
          = (overlap H₀ e φ)ᴴ := by
        rw [← Matrix.mul_assoc, Matrix.mul_nonsing_inv _ hB, Matrix.one_mul]
      refine Eq.trans ?_ (congrFun (congrFun h i) j)
      rw [pseudo_apply_state, inner_sum, Matrix.mul_apply]
      refine Finset.sum_congr rfl fun m _ => ?_
      rw [inner_smul_right, mul_comm]
      rfl
    ext i j
    rw [← key i j, ← hV (φ i) (φ j), ← inner_conj_symm, key j i]
    exact star_star _
  · intro hH u w
    have hinv : ((overlap H₀ e φ)⁻¹).IsHermitian := hH.inv
    change inner ℂ (∑ i, ∑ j, ((overlap H₀ e φ)⁻¹ i j *
        inner ℂ (residual H₀ e φ j) u) • residual H₀ e φ i) w =
      inner ℂ u (∑ i, ∑ j, ((overlap H₀ e φ)⁻¹ i j *
        inner ℂ (residual H₀ e φ j) w) • residual H₀ e φ i)
    simp only [sum_inner, inner_sum, inner_smul_left, inner_smul_right, map_mul,
      inner_conj_symm]
    rw [Finset.sum_comm]
    refine Finset.sum_congr rfl fun j _ => Finset.sum_congr rfl fun i _ => ?_
    have h : (starRingEnd ℂ) ((overlap H₀ e φ)⁻¹ i j) = (overlap H₀ e φ)⁻¹ j i :=
      hinv.apply j i
    rw [h]
    ring

/-- For invertible `B`, every `φ_k` solves `(H₀ + V) φ_k = e_k φ_k` if and only if `B` is
Hermitian, and `V` is symmetric under exactly the same condition. -/
theorem eigenstates_iff_hermitian (H₀ : E →ₗ[ℂ] E) (e : ι → ℂ) (φ : ι → E)
    (hB : IsUnit (overlap H₀ e φ).det) :
    ((∀ k, (H₀ + pseudo H₀ e φ) (φ k) = e k • φ k) ↔ (overlap H₀ e φ).IsHermitian) ∧
      ((pseudo H₀ e φ).IsSymmetric ↔ (overlap H₀ e φ).IsHermitian) := by
  refine ⟨?_, pseudo_isSymmetric_iff H₀ e φ hB⟩
  have hone : ∀ k, ∑ i, (1 : Matrix ι ι ℂ) i k • residual H₀ e φ i = residual H₀ e φ k := by
    intro k
    simp [Matrix.one_apply, ite_smul]
  constructor
  · intro h
    -- linear independence turns `V φ_k = χ_k` into `B⁻¹ Bᴴ = 1`
    have h1 : (overlap H₀ e φ)⁻¹ * (overlap H₀ e φ)ᴴ = 1 := by
      ext i k
      have hk : pseudo H₀ e φ (φ k) = residual H₀ e φ k :=
        eq_sub_of_add_eq' (h k)
      rw [pseudo_apply_state, ← hone k, ← sub_eq_zero, ← Finset.sum_sub_distrib] at hk
      simp only [← sub_smul] at hk
      exact sub_eq_zero.mp (Fintype.linearIndependent_iff.mp
        (residual_linearIndependent H₀ e φ hB) _ hk i)
    calc (overlap H₀ e φ)ᴴ
        = overlap H₀ e φ * ((overlap H₀ e φ)⁻¹ * (overlap H₀ e φ)ᴴ) := by
          rw [← Matrix.mul_assoc, Matrix.mul_nonsing_inv _ hB, Matrix.one_mul]
      _ = overlap H₀ e φ := by rw [h1, Matrix.mul_one]
  · intro hH k
    rw [LinearMap.add_apply, pseudo_apply_state, hH.eq, Matrix.nonsing_inv_mul _ hB, hone k]
    exact add_sub_cancel _ _

omit [Fintype ι] [DecidableEq ι] in
/-- For symmetric `H₀` and real energies, `B` is Hermitian if and only if pseudo-states with
different energies are orthogonal. -/
theorem overlap_isHermitian_iff_orthogonal (H₀ : E →ₗ[ℂ] E) (hH₀ : H₀.IsSymmetric)
    (ε : ι → ℝ) (φ : ι → E) :
    (overlap H₀ (fun i => (ε i : ℂ)) φ).IsHermitian ↔
      ∀ i j, ε i ≠ ε j → inner ℂ (φ i) (φ j) = 0 := by
  -- each entry of `Bᴴ - B` is an energy difference times an inner product of pseudo-states
  have key : ∀ i j, (overlap H₀ (fun i => (ε i : ℂ)) φ)ᴴ i j
      - overlap H₀ (fun i => (ε i : ℂ)) φ i j
      = ((ε i : ℂ) - ε j) * inner ℂ (φ i) (φ j) := by
    intro i j
    rw [overlap_conjTranspose]
    simp only [overlap, residual, Matrix.of_apply, inner_sub_left, inner_sub_right,
      inner_smul_left, inner_smul_right, Complex.conj_ofReal]
    rw [hH₀ (φ i) (φ j)]
    ring
  constructor
  · intro h i j hij
    have h1 := key i j
    rw [h.eq, sub_self] at h1
    refine (mul_eq_zero.mp h1.symm).resolve_left fun h2 => hij ?_
    exact_mod_cast sub_eq_zero.mp h2
  · intro h
    ext i j
    rw [← sub_eq_zero, key i j]
    by_cases hij : ε i = ε j
    · rw [hij, sub_self, zero_mul]
    · rw [h i j hij, mul_zero]

/-- The two-site hopping Hamiltonian, which exchanges the two amplitudes. -/
def hop : EuclideanSpace ℂ (Fin 2) →ₗ[ℂ] EuclideanSpace ℂ (Fin 2) where
  toFun x := !₂[x 1, x 0]
  map_add' x y := by ext i; fin_cases i <;> simp
  map_smul' c x := by ext i; fin_cases i <;> simp

/-- For the symmetric hopping Hamiltonian, energies 2 and 3 and the two site states, `B` is
invertible and Hermitian. -/
theorem hop_witness : hop.IsSymmetric ∧
    IsUnit (overlap hop ![2, 3] ![!₂[1, 0], !₂[0, 1]]).det ∧
    (overlap hop ![2, 3] ![!₂[1, 0], !₂[0, 1]]).IsHermitian := by
  have hM : overlap hop ![2, 3] ![!₂[1, 0], !₂[0, 1]] = !![2, -1; -1, 3] := by
    ext i j
    fin_cases i <;> fin_cases j <;>
      simp [overlap, residual, hop, PiLp.inner_apply, Fin.sum_univ_two]
  refine ⟨?_, ?_, ?_⟩
  · intro x y
    simp only [hop, LinearMap.coe_mk, AddHom.coe_mk, PiLp.inner_apply, Fin.sum_univ_two]
    exact add_comm _ _
  · rw [hM, Matrix.det_fin_two_of, isUnit_iff_ne_zero]
    norm_num
  · rw [hM]
    ext i j
    fin_cases i <;> fin_cases j <;> simp [Matrix.conjTranspose_apply]

/-- For the hopping Hamiltonian, energies 2 and 3 and the pseudo-states (1, 0) and (1, 1), `B` is
invertible but the equations `(H₀ + V) φ_k = e_k φ_k` do not all hold. -/
theorem hop_nonorthogonal_fails :
    IsUnit (overlap hop ![2, 3] ![!₂[1, 0], !₂[1, 1]]).det ∧
    ¬ ∀ k, (hop + pseudo hop ![2, 3] ![!₂[1, 0], !₂[1, 1]])
        ((![!₂[1, 0], !₂[1, 1]] : Fin 2 → EuclideanSpace ℂ (Fin 2)) k) =
      (![2, 3] : Fin 2 → ℂ) k •
        (![!₂[1, 0], !₂[1, 1]] : Fin 2 → EuclideanSpace ℂ (Fin 2)) k := by
  have hM : overlap hop ![2, 3] ![!₂[1, 0], !₂[1, 1]] = !![2, 2; 1, 4] := by
    ext i j
    fin_cases i <;> fin_cases j <;>
      simp [overlap, residual, hop, PiLp.inner_apply, Fin.sum_univ_two] <;> norm_num
  have hU : IsUnit (overlap hop ![2, 3] ![!₂[1, 0], !₂[1, 1]]).det := by
    rw [hM, Matrix.det_fin_two_of, isUnit_iff_ne_zero]
    norm_num
  refine ⟨hU, fun h => ?_⟩
  have hH := (eigenstates_iff_hermitian _ _ _ hU).1.mp h
  rw [hM] at hH
  -- if `B` were Hermitian, its entries 2 and 1 at (0, 1) and (1, 0) would be complex conjugates
  have h01 := hH.apply 0 1
  simp at h01

end

end MultiProjectorPseudopotential
```

```lean
#print axioms MultiProjectorPseudopotential.pseudo_apply_state
#print axioms MultiProjectorPseudopotential.overlap_isHermitian_iff_orthogonal
#print axioms MultiProjectorPseudopotential.hop_nonorthogonal_fails
```

```
'MultiProjectorPseudopotential.pseudo_apply_state' depends on axioms: [propext, Classical.choice, Quot.sound]
'MultiProjectorPseudopotential.overlap_isHermitian_iff_orthogonal' depends on axioms: [propext, Classical.choice, Quot.sound]
'MultiProjectorPseudopotential.hop_nonorthogonal_fails' depends on axioms: [propext, Classical.choice, Quot.sound]
```

## How the declarations follow the algebra

`residual`, `overlap` and `pseudo` are $\chi_i$, $B$ and $V$. The finite type `ι` labels the reference states, and `hB`, which says that the determinant of $B$ is a unit, is the invertibility assumption. The main theorem, `eigenstates_iff_hermitian`, is a conjunction of two equivalences, one for the reference equations and one for the symmetry of $V$.

`residual_linearIndependent` takes the inner product of a vanishing combination with each $\phi_i$ and then applies $B^{-1}$. `pseudo_apply_state` gives the formula for $V\phi_k$, using `overlap_conjTranspose` for the entries of $B^\dagger$. In the main theorem, `hone` writes $\chi_k$ as $\sum_i\delta_{ik}\chi_i$; independence then compares coefficients, and the `calc` block multiplies by $B$ from the left.

In `pseudo_isSymmetric_iff`, `key` is the matrix-element formula; the reverse direction expands both inner products, exchanges the sums and uses the Hermitian inverse. In `overlap_isHermitian_iff_orthogonal`, `key` is the energy-difference identity, and the proof splits on whether the two energies are equal.

Two examples use `hop`, which exchanges the amplitudes on two sites, with energies 2 and 3. In `hop_witness` the site states give an invertible Hermitian $B$. In `hop_nonorthogonal_fails` the vectors $(1,0)$ and $(1,1)$ give an invertible $B$ with $B_{01}=2$ and $B_{10}=1$, so the reference equations do not all hold. With the second vector normalised, these entries are $\sqrt2$ and $1/\sqrt2$; $V$ itself is unchanged.

## Any linear $H_0$, but only the reference states

The main theorem needs neither a symmetric $H_0$ nor real energies. $E$ need not be complete, so it can be a common domain for unbounded operators, provided that $H_0$ maps it into itself. Symmetry of $V$ alone does not make $H_0+V$ symmetric; that also needs a symmetric $H_0$. Self-adjointness of $H_0+V$ is a separate question.

The theorems concern exact algebra at the reference energies. They do not address ghost states, transferability, rounding error or the conditioning of $B$. If the inner products are integrals over a finite sphere, surface terms can make $H_0$ non-symmetric. The orthogonality criterion then does not apply, while the main equivalences still do. In that setting $B$ can be made Hermitian by generalised norm conservation: if $H_0$ and the all-electron Hamiltonian are each the nonrelativistic kinetic energy plus a real local potential, and the pseudo-states match all-electron states of the same real energies in value and slope at the sphere, it is enough that each inner product $\langle\phi_i,\phi_j\rangle$ over the sphere equals that of the corresponding all-electron states. The Lean model has no all-electron states and does not prove this.
